# Averaging E and F leaves an exponentially small smearing error in a half-filled band of constant level density

After a calculation on a metal with Fermi-Dirac smearing, one can take the mean of the energy E and the free energy F = E − TS as an estimate of the energy without smearing. The problems below find the error of that estimate for non-interacting electrons in a band of constant level density, and compare it with the error of E alone.

## The band and its energies

The levels ε fill the interval [−A, B] with density g, and the chemical potential is 0. The temperature T > 0 is in energy units, so Boltzmann's constant is 1, and any spin factor is part of g. In the code, "flat band" means a band with this constant density, not a band without dispersion. Constant g is an idealisation: the exponentially small error found below need not survive when the density of states varies with energy, even weakly.

In Lean 4 with Mathlib:

```lean
import Mathlib

noncomputable section

namespace FlatBandSmearing
```

`fermi T ε` is the occupation f(ε) = 1/(1 + exp(ε/T)).

```lean
/-- Fermi-Dirac occupation of a level at energy `ε`, chemical potential zero and
temperature `T ≠ 0` (in energy units). -/
def fermi (T ε : ℝ) : ℝ := 1 / (1 + Real.exp (ε / T))
```

`levelEntropy T ε` is the mixing entropy s(ε) = −(f log f + (1 − f) log(1 − f)), with the natural logarithm.

```lean
/-- Mixing entropy of a level at energy `ε` with Fermi-Dirac occupation, for `T ≠ 0`. -/
def levelEntropy (T ε : ℝ) : ℝ :=
  -(fermi T ε * Real.log (fermi T ε) + (1 - fermi T ε) * Real.log (1 - fermi T ε))
```

E and S are the integrals of gεf and gs over the band.

```lean
/-- Smeared energy `E` of a flat band of density `g` on `[-A, B]`, for `T ≠ 0`. -/
def bandEnergy (g A B T : ℝ) : ℝ := ∫ ε in (-A)..B, g * (ε * fermi T ε)

/-- Electronic entropy `S` of a flat band of density `g` on `[-A, B]`, for `T ≠ 0`. -/
def bandEntropy (g A B T : ℝ) : ℝ := ∫ ε in (-A)..B, g * levelEntropy T ε
```

F is then E − TS.

```lean
/-- Smeared free energy `F = E - T S` of the flat band, for `T ≠ 0`. -/
def freeEnergy (g A B T : ℝ) : ℝ := bandEnergy g A B T - T * bandEntropy g A B T
```

The reference E₀, `filledEnergy g A`, is the energy with every level from −A to 0 filled and all others empty.

```lean
/-- Energy of the band without smearing: all levels from `-A` up to zero are filled. -/
def filledEnergy (g A : ℝ) : ℝ := ∫ ε in (-A)..0, g * ε
```

All quantities are real numbers. The physical reading takes A, B and g as non-negative, although several of the identities hold for any sign. The chemical potential stays at 0 as T changes. For A = B symmetry then also fixes the electron number; for A ≠ B the number generally drifts with T. The levels do not respond to the smearing, so self-consistency plays no part.

Below, u = exp(−ε/T) and L(ε) = log(1 + exp(−ε/T)).

## (a) The occupation in terms of the Boltzmann factor

Show that

f(ε) = u/(1 + u).

Multiply the numerator and denominator of 1/(1 + exp(ε/T)) by u and use u exp(ε/T) = 1. In the proof, `he` is this product, applied after cross-multiplication.

```lean
/-- The Fermi-Dirac occupation written with the Boltzmann factor `exp (-ε/T)`. -/
theorem fermi_eq (T ε : ℝ) :
    fermi T ε = Real.exp (-(ε / T)) / (1 + Real.exp (-(ε / T))) := by
  have he : Real.exp (-(ε / T)) * Real.exp (ε / T) = 1 := by
    rw [← Real.exp_add, neg_add_cancel, Real.exp_zero]
  rw [fermi, div_eq_div_iff (by positivity) (by positivity)]
  linear_combination -he
```

## (b) Continuity of the occupation

Show that f is continuous in the level energy:

f(ε′) → f(ε) as ε′ → ε.

The denominator 1 + exp(ε/T) is continuous and always positive, so the quotient is continuous. Later parts use this to integrate f.

```lean
/-- The Fermi-Dirac occupation is a continuous function of the level energy. -/
theorem continuous_fermi (T : ℝ) : Continuous (fermi T) := by
  unfold fermi
  exact Continuous.div continuous_const (by fun_prop) (fun x => by positivity)
```

## (c) The free energy of one level

Show that for T > 0

εf − Ts = −T L(ε).

By (a), 1 − f = 1/(1 + u). Hence

log f = −ε/T − L,
log(1 − f) = −L.

Inserting both gives

s = f(ε/T + L) + (1 − f)L = fε/T + L,

and so εf − Ts = −TL. In the proof, `h1` is the formula for 1 − f, the rewriting line expands the logarithms, and `linear_combination` collects the terms.

```lean
/-- At `T > 0`, energy minus `T` times entropy of one level is `-T log (1 + exp (-ε/T))`. -/
theorem level_free_energy {T : ℝ} (hT : 0 < T) (ε : ℝ) :
    ε * fermi T ε - T * levelEntropy T ε = -T * Real.log (1 + Real.exp (-(ε / T))) := by
  have hp : 1 + Real.exp (-(ε / T)) ≠ 0 := by positivity
  have hc : T * (ε / T) = ε := by field_simp
  have h1 : 1 - Real.exp (-(ε / T)) / (1 + Real.exp (-(ε / T)))
      = 1 / (1 + Real.exp (-(ε / T))) := by
    rw [eq_div_iff hp, sub_mul, div_mul_cancel₀ _ hp]
    ring
  rw [levelEntropy, fermi_eq, h1, Real.log_div (Real.exp_ne_zero _) hp, Real.log_exp,
    one_div, Real.log_inv]
  linear_combination (-(Real.exp (-(ε / T)) / (1 + Real.exp (-(ε / T))))) * hc
    + T * Real.log (1 + Real.exp (-(ε / T))) * h1
```

## (d) The free energy of the band

Show that for T > 0

F = ∫ from −A to B of g(−T L(ε)) dε.

Write E − TS as a single integral of g(εf − Ts) and apply (c) at each ε. Both integrands are continuous, the entropy because x log x is continuous even at x = 0; `c1` and `c2` record this.

```lean
/-- At `T > 0` the free energy of the band is the integral of the level free energies. -/
theorem freeEnergy_eq {T : ℝ} (hT : 0 < T) (g A B : ℝ) :
    freeEnergy g A B T
      = ∫ ε in (-A)..B, g * (-T * Real.log (1 + Real.exp (-(ε / T)))) := by
  have hf := continuous_fermi T
  have hs : Continuous (fun ε => levelEntropy T ε) :=
    ((Real.continuous_mul_log.comp hf).add
      (Real.continuous_mul_log.comp (continuous_const.sub hf))).neg
  have c1 : Continuous (fun ε => g * (ε * fermi T ε)) :=
    continuous_const.mul (continuous_id.mul hf)
  have c2 : Continuous (fun ε => T * (g * levelEntropy T ε)) :=
    continuous_const.mul (continuous_const.mul hs)
  unfold freeEnergy bandEnergy bandEntropy
  rw [← intervalIntegral.integral_const_mul,
    ← intervalIntegral.integral_sub (c1.intervalIntegrable _ _) (c2.intervalIntegrable _ _)]
  refine intervalIntegral.integral_congr fun ε _ => ?_

  linear_combination g * level_free_energy hT ε
```

## (e) The sharply filled band

Show that

E₀ = −gA²/2.

The integral of ε from −A to 0 is (0 − A²)/2; multiply by g.

```lean
/-- The band filled from `-A` up to zero has energy `-g A²/2`. -/
theorem filledEnergy_eq (g A : ℝ) : filledEnergy g A = -(g * A ^ 2 / 2) := by
  rw [filledEnergy, intervalIntegral.integral_const_mul, integral_id]
  ring
```

## (f) The averaged error comes from the band edges

Show that for T > 0

(E + F)/2 − E₀ = −(gT/2)(A L(A) + B L(B)).

Since L′(ε) = −(1/T)u/(1 + u) = −f/T, the product rule gives

d/dε [−Tε L(ε)] = εf − T L(ε).

By (d), g times the right side is the integrand of E + F. Therefore

E + F = −gT(B L(B) + A L(−A)).

At the lower edge, 1 + exp(A/T) = exp(A/T)(1 + exp(−A/T)), so L(−A) = A/T + L(A). This gives

E + F = −gA² − gT(A L(A) + B L(B)).

Halve this and subtract E₀ = −gA²/2: the terms in A² cancel. In the proof, `hd` is the derivative, `key` the integral evaluated at the edges, and `hA` the formula for L(−A).

```lean
/-- For a flat band on `[-A, B]` at `T > 0`, the smearing error of the average of `E` and `F`
is a sum of two terms, one from each band edge. -/
theorem average_error {T : ℝ} (hT : 0 < T) (g A B : ℝ) :
    (bandEnergy g A B T + freeEnergy g A B T) / 2 - filledEnergy g A
      = -(g * T / 2) * (A * Real.log (1 + Real.exp (-(A / T)))
          + B * Real.log (1 + Real.exp (-(B / T)))) := by
  have hTT : T * (1 / T) = 1 := by field_simp
  have hc : T * (A / T) = A := by field_simp
  -- the integrand of E + F is an exact derivative
  have hd : ∀ x : ℝ, HasDerivAt (fun y => -T * (y * Real.log (1 + Real.exp (-(y / T)))))
      (x * fermi T x + -T * Real.log (1 + Real.exp (-(x / T)))) x := by
    intro x
    have hp : 1 + Real.exp (-(x / T)) ≠ 0 := by positivity
    have h1 : HasDerivAt (fun y : ℝ => -(y / T)) (-(1 / T)) x :=
      ((hasDerivAt_id' x).div_const T).fun_neg
    have h2 : HasDerivAt (fun y : ℝ => Real.log (1 + Real.exp (-(y / T))))
        (Real.exp (-(x / T)) * (-(1 / T)) / (1 + Real.exp (-(x / T)))) x :=
      (h1.exp.const_add 1).log hp
    refine (((hasDerivAt_id' x).fun_mul h2).const_mul (-T)).congr_deriv ?_
    rw [fermi_eq]
    linear_combination (x * Real.exp (-(x / T)) / (1 + Real.exp (-(x / T)))) * hTT
  have c1 : Continuous (fun ε => g * (ε * fermi T ε)) :=
    continuous_const.mul (continuous_id.mul (continuous_fermi T))
  have hl : Continuous (fun ε : ℝ => Real.log (1 + Real.exp (-(ε / T)))) :=
    Continuous.log (by fun_prop) (fun x => by positivity)
  have c2 : Continuous (fun ε : ℝ => g * (-T * Real.log (1 + Real.exp (-(ε / T))))) :=
    continuous_const.mul (continuous_const.mul hl)
  have key : (∫ ε in (-A)..B,
      (g * (ε * fermi T ε) + g * (-T * Real.log (1 + Real.exp (-(ε / T))))))
      = g * (-T * (B * Real.log (1 + Real.exp (-(B / T)))))
        - g * (-T * (-A * Real.log (1 + Real.exp (-(-A / T))))) :=
    intervalIntegral.integral_eq_sub_of_hasDerivAt
      (f := fun y => g * (-T * (y * Real.log (1 + Real.exp (-(y / T))))))
      (fun x _ => ((hd x).const_mul g).congr_deriv (by ring))
      ((c1.add c2).intervalIntegrable _ _)
  rw [intervalIntegral.integral_add (c1.intervalIntegrable _ _) (c2.intervalIntegrable _ _),
    ← freeEnergy_eq hT, ← bandEnergy] at key
  -- the lower edge supplies the energy of the filled band
  have hA : Real.log (1 + Real.exp (-(-A / T)))
      = Real.log (1 + Real.exp (-(A / T))) + A / T := by
    have h : 1 + Real.exp (A / T) = Real.exp (A / T) * (1 + Real.exp (-(A / T))) := by
      rw [mul_add, mul_one, ← Real.exp_add, add_neg_cancel, Real.exp_zero, add_comm]
    rw [neg_div, neg_neg, h, Real.log_mul (Real.exp_ne_zero _) (by positivity), Real.log_exp]
    ring
  rw [hA] at key
  rw [filledEnergy_eq]
  linear_combination key / 2 - (g * A / 2) * hc
```

## (g) The half-filled band

For a band on [−W, W] and T > 0, show that

(E + F)/2 + gW²/2 = −gWT log(1 + exp(−W/T)).

Put A = B = W in (f). The two edge terms are equal, and −E₀ = gW²/2.

```lean
/-- For a flat band on `[-W, W]` at `T > 0`, the average of `E` and `F` differs from
`-g W²/2` by exactly `-g W T log (1 + exp (-W/T))`. -/
theorem half_filled_average {T : ℝ} (hT : 0 < T) (g W : ℝ) :
    (bandEnergy g W W T + freeEnergy g W W T) / 2 + g * W ^ 2 / 2
      = -(g * W * T * Real.log (1 + Real.exp (-(W / T)))) := by
  have h := average_error hT g W W
  rw [filledEnergy_eq] at h
  linear_combination h
```

## (h) Sign and size of the averaged error

For g, W, T > 0, show that

−gWT exp(−W/T) ≤ (E + F)/2 − E₀ < 0.

For v = exp(−W/T) > 0 we have 0 < log(1 + v) ≤ v. Multiply by −gWT, which reverses the inequalities, and use (g). The steps `h1` and `h2` are the two bounds on the logarithm.

```lean
/-- For positive `g`, `W` and `T`, the error of the average is negative and in magnitude
at most `g W T exp (-W/T)`. -/
theorem average_error_bounds {g W T : ℝ} (hg : 0 < g) (hW : 0 < W) (hT : 0 < T) :
    -(g * W * T * Real.exp (-(W / T)))
        ≤ (bandEnergy g W W T + freeEnergy g W W T) / 2 - filledEnergy g W ∧
      (bandEnergy g W W T + freeEnergy g W W T) / 2 - filledEnergy g W < 0 := by
  have h := half_filled_average hT g W
  have hu := Real.exp_pos (-(W / T))
  have hc : 0 < g * W * T := by positivity
  have h1 : Real.log (1 + Real.exp (-(W / T))) ≤ Real.exp (-(W / T)) := by
    linarith [Real.log_le_sub_one_of_pos (show 0 < 1 + Real.exp (-(W / T)) by positivity)]
  have h2 : 0 < Real.log (1 + Real.exp (-(W / T))) := Real.log_pos (by linarith)
  have h3 := mul_le_mul_of_nonneg_left h1 hc.le
  have h4 := mul_pos hc h2
  rw [filledEnergy_eq]
  constructor <;> linarith
```

## (i) The error of E alone

For the band on [−W, W], show that

E − E₀ = 2g ∫ from 0 to W of ε f(ε) dε.

Particle-hole symmetry, f(−ε) = 1 − f(ε), turns the lower half of E into

∫ from 0 to W of g(−ε)(1 − f(ε)) dε = g ∫ from 0 to W of εf dε − gW²/2.

Adding the upper half doubles the integral, and subtracting E₀ removes −gW²/2. In the proof, `e` is the symmetry applied to the integrand, `h1` the reflected integral, and `h2` joins the two halves.

```lean
/-- On `[-W, W]` the smearing error of `E` alone is `2 g` times the integral of `ε f(ε)` over
the levels above the chemical potential. -/
theorem energy_error (g W T : ℝ) :
    bandEnergy g W W T - filledEnergy g W = 2 * g * ∫ ε in (0 : ℝ)..W, ε * fermi T ε := by
  have c1 : Continuous (fun ε => g * (ε * fermi T ε)) :=
    continuous_const.mul (continuous_id.mul (continuous_fermi T))
  have c2 : Continuous (fun ε : ℝ => g * ε) := by fun_prop
  -- particle-hole symmetry of the occupations
  have e : ∀ x, g * (-x * fermi T (-x)) = g * (x * fermi T x) - g * x := by
    intro x
    have hp : 1 + Real.exp (-(x / T)) ≠ 0 := by positivity
    have hn : fermi T (-x) = 1 - fermi T x := by
      rw [fermi_eq T x, fermi, neg_div, eq_sub_iff_add_eq, ← add_div, div_self hp]
    rw [hn]
    ring
  have h1 := intervalIntegral.integral_comp_neg (a := 0) (b := W)
    (fun x => g * (x * fermi T x))
  simp only [e, neg_zero] at h1
  rw [intervalIntegral.integral_sub (c1.intervalIntegrable _ _) (c2.intervalIntegrable _ _),
    intervalIntegral.integral_const_mul, intervalIntegral.integral_const_mul,
    integral_id] at h1
  have h2 : (∫ x in (-W)..0, g * (x * fermi T x)) + (∫ x in (0 : ℝ)..W, g * (x * fermi T x))
      = ∫ x in (-W)..W, g * (x * fermi T x) :=
    intervalIntegral.integral_add_adjacent_intervals
      (c1.intervalIntegrable _ _) (c1.intervalIntegrable _ _)
  have h3 : (∫ x in (0 : ℝ)..W, g * (x * fermi T x))
      = g * ∫ x in (0 : ℝ)..W, x * fermi T x := intervalIntegral.integral_const_mul _ _
  rw [filledEnergy_eq, bandEnergy]
  linear_combination h3 - h2 - h1
```

## (j) The error of E alone is quadratic

For g, W ≥ 0 and T > 0, let c = 1 − (1 + W/T) exp(−W/T). Show that

gT²c ≤ E − E₀ ≤ 2gT²c.

For ε ≥ 0 we have 0 < u ≤ 1, so 1 + u lies between 1 and 2, and (a) gives u/2 ≤ f ≤ u. The function −T²(1 + ε/T) exp(−ε/T) has derivative ε exp(−ε/T), so

∫ from 0 to W of ε exp(−ε/T) dε = T²c.

The integral in (i) therefore lies between T²c/2 and T²c; multiply by 2g. In the proof, `hJ` is the elementary integral, `hb` the bounds on f, and `lo` and `up` the integrated inequalities.

For fixed W > 0, c tends to 1 as T → 0, a limit taken here by hand. With g > 0, the error of E then scales as T², while by (h) the error of the average is exponentially small in W/T.

```lean
/-- For `g, W ≥ 0` and `T > 0`, the smearing error of `E` alone lies between `g T² c` and
`2 g T² c`, where `c = 1 - (1 + W/T) exp (-W/T)`. -/
theorem energy_error_quadratic {g W T : ℝ} (hg : 0 ≤ g) (hW : 0 ≤ W) (hT : 0 < T) :
    g * T ^ 2 * (1 - (1 + W / T) * Real.exp (-(W / T)))
        ≤ bandEnergy g W W T - filledEnergy g W ∧
      bandEnergy g W W T - filledEnergy g W
        ≤ 2 * g * T ^ 2 * (1 - (1 + W / T) * Real.exp (-(W / T))) := by
  have hTT : T * (1 / T) = 1 := by field_simp
  have c1 : Continuous (fun x => x * fermi T x) := continuous_id.mul (continuous_fermi T)
  have c2 : Continuous (fun x : ℝ => x * Real.exp (-(x / T))) := by fun_prop
  have c3 : Continuous (fun x : ℝ => 1 / 2 * (x * Real.exp (-(x / T)))) := by fun_prop
  -- the same integral with Boltzmann occupations is elementary
  have hJ : (∫ x in (0 : ℝ)..W, x * Real.exp (-(x / T)))
      = T ^ 2 * (1 - (1 + W / T) * Real.exp (-(W / T))) := by
    have hd : ∀ x : ℝ, HasDerivAt (fun y => -T ^ 2 * ((1 + y / T) * Real.exp (-(y / T))))
        (x * Real.exp (-(x / T))) x := by
      intro x
      have h1 : HasDerivAt (fun y : ℝ => y / T) (1 / T) x := (hasDerivAt_id' x).div_const T
      refine (((h1.const_add 1).fun_mul h1.fun_neg.exp).const_mul (-T ^ 2)).congr_deriv ?_
      linear_combination x * Real.exp (-(x / T)) * (T * (1 / T) + 1) * hTT
    rw [intervalIntegral.integral_eq_sub_of_hasDerivAt (fun x _ => hd x)
      (c2.intervalIntegrable _ _)]
    simp only [zero_div, neg_zero, Real.exp_zero]
    ring
  -- above the chemical potential, exp (-ε/T) / 2 ≤ f ≤ exp (-ε/T)
  have hb : ∀ x : ℝ, 0 ≤ x → Real.exp (-(x / T)) / 2 ≤ fermi T x ∧
      fermi T x ≤ Real.exp (-(x / T)) := by
    intro x hx
    have hu := Real.exp_pos (-(x / T))
    have hu1 : Real.exp (-(x / T)) ≤ 1 :=
      Real.exp_le_one_iff.mpr (neg_nonpos.mpr (div_nonneg hx hT.le))
    rw [fermi_eq]
    constructor
    · rw [div_le_div_iff₀ (by norm_num) (by positivity)]
      nlinarith [mul_nonneg hu.le (sub_nonneg.mpr hu1)]
    · exact div_le_self hu.le (by linarith)
  have lo : (∫ x in (0 : ℝ)..W, 1 / 2 * (x * Real.exp (-(x / T))))
      ≤ ∫ x in (0 : ℝ)..W, x * fermi T x :=
    intervalIntegral.integral_mono_on hW (c3.intervalIntegrable _ _)
      (c1.intervalIntegrable _ _)
      (fun x hx => by linarith [mul_le_mul_of_nonneg_left (hb x hx.1).1 hx.1])
  have up : (∫ x in (0 : ℝ)..W, x * fermi T x)
      ≤ ∫ x in (0 : ℝ)..W, x * Real.exp (-(x / T)) :=
    intervalIntegral.integral_mono_on hW (c1.intervalIntegrable _ _)
      (c2.intervalIntegrable _ _)
      (fun x hx => mul_le_mul_of_nonneg_left (hb x hx.1).2 hx.1)
  rw [intervalIntegral.integral_const_mul, hJ] at lo
  rw [hJ] at up
  have lo' := mul_le_mul_of_nonneg_left lo hg
  have up' := mul_le_mul_of_nonneg_left up hg
  rw [energy_error]
  constructor <;> linarith

end FlatBandSmearing
```

```lean
#print axioms FlatBandSmearing.half_filled_average
#print axioms FlatBandSmearing.average_error_bounds
#print axioms FlatBandSmearing.energy_error_quadratic
```

```
'FlatBandSmearing.half_filled_average' depends on axioms: [propext, Classical.choice, Quot.sound]
'FlatBandSmearing.average_error_bounds' depends on axioms: [propext, Classical.choice, Quot.sound]
'FlatBandSmearing.energy_error_quadratic' depends on axioms: [propext, Classical.choice, Quot.sound]
```
